# Great orthogonality theorem for a finite-group representation with scalar commutant

Let \(D\) be a representation of a finite group \(G\) by complex \(d\times d\) matrices \(D(g)\), with \(d>0\). Its irreducibility can be expressed by the absence of proper nonzero invariant subspaces or by the commutant: the only matrices that commute with every \(D(g)\) are multiples of the identity. I would like to start from the second condition. The great orthogonality theorem then says that

\[
\sum_{g\in G} D(g)_{ij}\,D(g^{-1})_{kl}=\frac{|G|}{d}\,\delta_{il}\,\delta_{jk}.
\]

I know this relation from character tables and symmetry-adapted orbitals. Can it be derived rigorously from the commutant condition, with a proof that a machine has checked?

## Averaging a matrix over the group

Yes. The derivation sums a matrix over the group and then chooses that matrix to have a single nonzero entry.

Take two representations \(D\) and \(E\) of \(G\), possibly of different dimensions, and a rectangular matrix \(X\) of matching shape. Define

\[
T=\sum_{g} D(g)\,X\,E(g^{-1}).
\]

Multiply from the left by \(D(h)\) and set \(g'=hg\), so that \(g^{-1}=g'^{-1}h\). As \(g\) runs over the group, so does \(g'\), and

\[
D(h)\,T=\sum_g D(hg)\,X\,E(g^{-1})=\sum_{g'}D(g')\,X\,E(g'^{-1})\,E(h)=T\,E(h).
\]

A matrix with this property is called an intertwiner.

Now let \(E=D\). Then \(T\) commutes with every \(D(h)\), so \(T=c\,\mathbb 1\) for some number \(c\). Cyclicity of the trace gives \(\operatorname{tr}[D(g)XD(g^{-1})]=\operatorname{tr}X\) for each \(g\). Taking the trace of \(T\) therefore gives \(c\,d=|G|\operatorname{tr}X\), and

\[
\sum_g D(g)\,X\,D(g^{-1})=\frac{|G|}{d}\,(\operatorname{tr}X)\,\mathbb 1 .
\]

Choose \(X\) with a 1 in row \(j\), column \(k\), and zeros elsewhere. The \((i,l)\) entry of the left side is \(\sum_g D(g)_{ij}D(g^{-1})_{kl}\). On the right, \(\operatorname{tr}X=\delta_{jk}\) and \(\mathbb 1_{il}=\delta_{il}\), which is the claim.

Four further results follow from the same sum.

- **Two representations.** If zero is the only \(X\) with \(D(g)X=XE(g)\) for all \(g\), then \(T=0\), and hence \(\sum_g D(g)_{ij}E(g^{-1})_{kl}=0\).
- **Unitary matrices.** Here \(D(g^{-1})=D(g)^\dagger\), so \(D(g^{-1})_{lk}=D(g)_{kl}^*\). Exchanging \(k\) and \(l\) in the theorem gives \(\sum_g D(g)_{ij}D(g)_{kl}^*=(|G|/d)\,\delta_{ik}\delta_{jl}\).
- **Characters.** With \(\chi(g)=\operatorname{tr}D(g)\), setting \(j=i\) and \(l=k\) and summing gives \(\sum_g\chi(g)\chi(g^{-1})=(|G|/d)\sum_{i,k}\delta_{ik}=|G|\).
- **Converse.** Suppose the orthogonality relation holds and \(M\) commutes with all \(D(g)\). Then \(D(g)MD(g^{-1})=M\), and summing over \(g\) gives
\[
|G|\,M_{il}=\sum_{j,k}M_{jk}\sum_gD(g)_{ij}D(g^{-1})_{kl}=\frac{|G|}{d}\,(\operatorname{tr}M)\,\delta_{il},
\]
so \(M=(\operatorname{tr}M/d)\,\mathbb 1\). For \(d=0\) there is only one matrix and nothing to show.

The smallest case is \(d=1\). Every \(1\times1\) matrix is scalar, so the condition holds automatically, and the relation reads \(\sum_g D(g)D(g^{-1})=\sum_g 1=|G|\).

## What the Lean statement says about the matrices

A representation is a monoid homomorphism `D : G →* Matrix n n ℂ`, which encodes \(D(gh)=D(g)D(h)\) and \(D(1)=\mathbb 1\). In Lean `n` is the finite type of row and column labels, and the dimension \(d\) is `Fintype.card n`. The theorem `great_orthogonality` needs no separate assumption \(d>0\), because the index `i : n` already supplies a label. In `character_norm` no index is given, so `[Nonempty n]` appears explicitly.

The Kronecker deltas are written as `if i = l then 1 else 0`. The matrices need not be unitary: the general theorem uses `g⁻¹`, and only `great_orthogonality_unitary` assumes `D g * (D g)ᴴ = 1` and uses the complex conjugate `star (D g k l)`.

The hypothesis `ScalarCommutant D` has a direct physical meaning: a Hamiltonian that acts on the \(d\) states and commutes with all the symmetry operations has a single energy there, so for \(d>1\) symmetry enforces a degeneracy. For positive dimension, Schur's lemma and complete reducibility identify this condition with ordinary irreducibility. That identification is textbook background here; the file assumes the commutant condition and does not derive it from the absence of proper nonzero invariant subspaces. Likewise, the vanishing relation for two representations assumes that they have no nonzero intertwiner, where a textbook would say that they are inequivalent and irreducible.

The group is finite, so the continuous rotation group and the full symmetry groups of linear molecules are not covered. For finite point groups and unitary matrices with scalar commutant, the orthogonality relation and the vanishing relation together underlie the projection operators that produce symmetry-adapted orbitals in electronic-structure calculations: the first selects the components of the chosen representation, and the second removes those of the inequivalent ones.

The file also contains a concrete example, `triangleRep`. Permutations of three objects act on the plane spanned by \(e_0-e_2\) and \(e_1-e_2\), where \(e_0,e_1,e_2\) are the coordinate vectors. This is the two-dimensional irreducible representation of the point group \(C_{3v}\), in a basis whose two vectors are not orthogonal. (Character tables label it E, which is unrelated to the second representation \(E(g)\) above.) Its matrices are not all unitary (the exchange of objects 1 and 2 gives one that is not), and the form with \(g^{-1}\) is the one that applies.

```lean
import Mathlib

open Matrix

namespace GreatOrthogonality

noncomputable section

variable {G m n : Type*} [Group G] [Fintype G] [Fintype m] [DecidableEq m]
  [Fintype n] [DecidableEq n]

/-- Every matrix that commutes with all the matrices `D g` is a multiple of the identity. -/
def ScalarCommutant {G n : Type*} [Group G] [Fintype n] [DecidableEq n]
    (D : G →* Matrix n n ℂ) : Prop :=
  ∀ M : Matrix n n ℂ, (∀ g, D g * M = M * D g) → ∃ c : ℂ, M = c • (1 : Matrix n n ℂ)

/-- The sum over the group of `D(g) X E(g⁻¹)`. -/
def twirl (D : G →* Matrix m m ℂ) (E : G →* Matrix n n ℂ) (X : Matrix m n ℂ) :
    Matrix m n ℂ :=
  ∑ g, D g * X * E g⁻¹

/-- The group sum of `D(g) X E(g⁻¹)` intertwines the two representations. -/
theorem twirl_intertwines (D : G →* Matrix m m ℂ) (E : G →* Matrix n n ℂ)
    (X : Matrix m n ℂ) (h : G) : D h * twirl D E X = twirl D E X * E h := by
  rw [twirl, Matrix.mul_sum, Matrix.sum_mul]
  -- relabel the group elements by g ↦ h g
  refine Fintype.sum_equiv (Equiv.mulLeft h) _ _ fun g => ?_
  have e : E g⁻¹ = E (h * g)⁻¹ * E h := by
    rw [← map_mul]
    congr 1
    group
  simp only [Equiv.coe_mulLeft]
  rw [e, map_mul D]
  simp only [Matrix.mul_assoc]

/-- For a matrix unit, the entries of the group sum are the sums of products of matrix
elements of the two representations. -/
theorem twirl_single (D : G →* Matrix m m ℂ) (E : G →* Matrix n n ℂ)
    (i j : m) (k l : n) :
    twirl D E (Matrix.single j k 1) i l = ∑ g, D g i j * E g⁻¹ k l := by
  rw [twirl, Matrix.sum_apply]
  refine Finset.sum_congr rfl fun g _ => ?_
  simp [Matrix.mul_apply, Matrix.single_apply, ite_and]

/-- If the commutant is scalar, the group sum of `D(g) X D(g⁻¹)`, multiplied by the
dimension, is the identity times the group order times the trace of `X`. -/
theorem twirl_eq_scalar (D : G →* Matrix n n ℂ) (hD : ScalarCommutant D)
    (X : Matrix n n ℂ) :
    (Fintype.card n : ℂ) • twirl D D X
      = ((Fintype.card G : ℂ) * X.trace) • (1 : Matrix n n ℂ) := by
  obtain ⟨c, hc⟩ := hD _ (twirl_intertwines D D X)
  -- the trace is unchanged by each conjugation
  have hg : ∀ g, (D g * X * D g⁻¹).trace = X.trace := by
    intro g
    rw [Matrix.trace_mul_comm, ← Matrix.mul_assoc, ← map_mul, inv_mul_cancel, map_one,
      Matrix.one_mul]
  have ht : (twirl D D X).trace = (Fintype.card G : ℂ) * X.trace := by
    rw [twirl, Matrix.trace_sum]
    simp [hg]
  rw [hc, Matrix.trace_smul, Matrix.trace_one, smul_eq_mul] at ht
  rw [hc, ← ht, smul_smul, mul_comm]

/-- **Great orthogonality theorem**: for a representation with scalar commutant, the group
sum of `D(g)_ij D(g⁻¹)_kl` is the group order over the dimension, times `δ_il δ_jk`. -/
theorem great_orthogonality (D : G →* Matrix n n ℂ) (hD : ScalarCommutant D)
    (i j k l : n) :
    ∑ g, D g i j * D g⁻¹ k l
      = (Fintype.card G : ℂ) / Fintype.card n
        * (if i = l then 1 else 0) * (if j = k then 1 else 0) := by
  have : Nonempty n := ⟨i⟩
  have hn : (Fintype.card n : ℂ) ≠ 0 := by exact_mod_cast Fintype.card_ne_zero
  have ht : (Matrix.single j k (1 : ℂ)).trace = if j = k then 1 else 0 := by
    rcases eq_or_ne j k with rfl | e
    · simp [Matrix.trace]
    · simp [Matrix.trace, e]
  -- read off one entry of the scalar matrix
  have h := congrFun (congrFun (twirl_eq_scalar D hD (Matrix.single j k 1)) i) l
  rw [Matrix.smul_apply, Matrix.smul_apply, twirl_single, ht, Matrix.one_apply,
    smul_eq_mul, smul_eq_mul] at h
  have hc : (Fintype.card n : ℂ) * ((Fintype.card G : ℂ) / Fintype.card n)
      = Fintype.card G := by field_simp
  apply mul_left_cancel₀ hn
  linear_combination h - (if i = l then 1 else 0) * (if j = k then 1 else 0) * hc

/-- If zero is the only intertwiner between two representations, the group sum of products
of their matrix elements vanishes. -/
theorem orthogonality_of_no_intertwiner (D : G →* Matrix m m ℂ) (E : G →* Matrix n n ℂ)
    (h : ∀ X : Matrix m n ℂ, (∀ g, D g * X = X * E g) → X = 0) (i j : m) (k l : n) :
    ∑ g, D g i j * E g⁻¹ k l = 0 := by
  rw [← twirl_single, h _ (twirl_intertwines D E _), Matrix.zero_apply]

/-- For unitary matrices with scalar commutant, the matrix elements are orthogonal as
functions on the group, with squared norm equal to the group order over the dimension. -/
theorem great_orthogonality_unitary (D : G →* Matrix n n ℂ) (hD : ScalarCommutant D)
    (hU : ∀ g, D g * (D g)ᴴ = 1) (i j k l : n) :
    ∑ g, D g i j * star (D g k l)
      = (Fintype.card G : ℂ) / Fintype.card n
        * (if i = k then 1 else 0) * (if j = l then 1 else 0) := by
  rw [← great_orthogonality D hD i j l k]
  refine Finset.sum_congr rfl fun g _ => ?_
  have e : D g⁻¹ = (D g)ᴴ := by
    rw [← Matrix.mul_one (D g⁻¹), ← hU g, ← Matrix.mul_assoc, ← map_mul,
      inv_mul_cancel, map_one, Matrix.one_mul]
  rw [e, Matrix.conjTranspose_apply]

/-- For a representation of positive dimension with scalar commutant, the group sum of
`χ(g) χ(g⁻¹)` is the group order, where `χ` is the trace of `D`. -/
theorem character_norm [Nonempty n] (D : G →* Matrix n n ℂ) (hD : ScalarCommutant D) :
    ∑ g, (D g).trace * (D g⁻¹).trace = Fintype.card G := by
  have hn : (Fintype.card n : ℂ) ≠ 0 := by exact_mod_cast Fintype.card_ne_zero
  calc ∑ g, (D g).trace * (D g⁻¹).trace
      = ∑ i, ∑ k, ∑ g, D g i i * D g⁻¹ k k := by
        simp only [Matrix.trace, Matrix.diag_apply, Finset.sum_mul_sum]
        exact Finset.sum_comm.trans (Finset.sum_congr rfl fun i _ => Finset.sum_comm)
    _ = Fintype.card G := by
        simp only [great_orthogonality D hD]
        simp
        field_simp

/-- Conversely, a representation whose matrix elements obey the orthogonality relation has
a scalar commutant. -/
theorem scalarCommutant_of_orthogonality (D : G →* Matrix n n ℂ)
    (h : ∀ i j k l, ∑ g, D g i j * D g⁻¹ k l
      = (Fintype.card G : ℂ) / Fintype.card n
        * (if i = l then 1 else 0) * (if j = k then 1 else 0)) :
    ScalarCommutant D := by
  intro M hM
  have hG : (Fintype.card G : ℂ) ≠ 0 := by exact_mod_cast Fintype.card_ne_zero
  have hc : ∀ g, D g * M * D g⁻¹ = M := by
    intro g
    rw [hM g, Matrix.mul_assoc, ← map_mul, mul_inv_cancel, map_one, Matrix.mul_one]
  -- the group sum of a commuting matrix, expanded in matrix elements
  have key : ∀ i l, (Fintype.card G : ℂ) * M i l
      = ∑ k, ∑ j, M j k * ∑ g, D g i j * D g⁻¹ k l := by
    intro i l
    have hs : twirl D D M i l = (Fintype.card G : ℂ) * M i l := by
      rw [twirl, Matrix.sum_apply]
      simp [hc]
    rw [← hs]
    simp only [twirl, Matrix.sum_apply, Matrix.mul_apply, Finset.sum_mul, Finset.mul_sum]
    refine Finset.sum_comm.trans (Finset.sum_congr rfl fun k _ => ?_)
    refine Finset.sum_comm.trans (Finset.sum_congr rfl fun j _ => ?_)
    exact Finset.sum_congr rfl fun g _ => by ring
  have inner : ∀ a : ℂ, ∑ k, ∑ j, M j k * (a * if j = k then 1 else 0) = a * M.trace := by
    intro a
    simp [Matrix.trace, Finset.mul_sum, mul_comm]
  refine ⟨M.trace / Fintype.card n, ?_⟩
  ext i l
  apply mul_left_cancel₀ hG
  rw [key]
  simp only [h]
  rw [inner]
  simp only [Matrix.smul_apply, Matrix.one_apply, smul_eq_mul]
  ring

/-- The permutations of three objects acting on the plane spanned by the differences
`e₀ - e₂` and `e₁ - e₂` of the coordinate vectors. -/
def triangleRep : Equiv.Perm (Fin 3) →* Matrix (Fin 2) (Fin 2) ℂ where
  toFun σ := Matrix.of fun i j =>
    (if σ j.castSucc = i.castSucc then 1 else 0) - (if σ 2 = i.castSucc then 1 else 0)
  map_one' := by
    ext i j
    fin_cases i <;> fin_cases j <;> simp
  map_mul' σ τ := by
    have expand : ∀ (f : Fin 3 → ℂ) (a b : Fin 3),
        (f 0 - f 2) * ((if a = 0 then 1 else 0) - (if b = 0 then 1 else 0))
        + (f 1 - f 2) * ((if a = 1 then 1 else 0) - (if b = 1 then 1 else 0))
          = f a - f b := by
      intro f a b
      fin_cases a <;> fin_cases b <;> simp
    ext i j
    simp only [Matrix.mul_apply, Matrix.of_apply, Fin.sum_univ_two, Equiv.Perm.mul_apply]
    exact (expand (fun k => if σ k = i.castSucc then 1 else 0) (τ j.castSucc) (τ 2)).symm

/-- The matrices of two transpositions in the planar representation. -/
theorem triangleRep_swaps :
    triangleRep (Equiv.swap 0 1) = !![0, 1; 1, 0] ∧
    triangleRep (Equiv.swap 1 2) = !![1, 0; -1, -1] := by
  constructor <;> ext i j <;> fin_cases i <;> fin_cases j <;>
    simp [triangleRep, Equiv.swap_apply_def]

/-- The planar representation has scalar commutant, and zero is the only intertwiner between
it and the one-dimensional trivial representation. -/
theorem triangleRep_witness :
    ScalarCommutant triangleRep ∧
    ∀ X : Matrix (Fin 2) (Fin 1) ℂ,
      (∀ g, triangleRep g * X
        = X * (1 : Equiv.Perm (Fin 3) →* Matrix (Fin 1) (Fin 1) ℂ) g) → X = 0 := by
  obtain ⟨hS, hT⟩ := triangleRep_swaps
  constructor
  · intro M hM
    have h1 := hM (Equiv.swap 0 1)
    have h2 := hM (Equiv.swap 1 2)
    rw [hS] at h1
    rw [hT] at h2
    have e10 : M 1 0 = M 0 1 := by
      simpa [Matrix.mul_apply, Fin.sum_univ_two] using congrFun (congrFun h1 0) 0
    have e11 : M 1 1 = M 0 0 := by
      simpa [Matrix.mul_apply, Fin.sum_univ_two] using congrFun (congrFun h1 0) 1
    have e01 : M 0 1 = 0 := by
      simpa [Matrix.mul_apply, Fin.sum_univ_two] using congrFun (congrFun h2 0) 0
    refine ⟨M 0 0, ?_⟩
    ext i j
    fin_cases i <;> fin_cases j <;> simp [e10, e11, e01]
  · intro X hX
    have h1 := hX (Equiv.swap 0 1)
    have h2 := hX (Equiv.swap 1 2)
    rw [hS, MonoidHom.one_apply, Matrix.mul_one] at h1
    rw [hT, MonoidHom.one_apply, Matrix.mul_one] at h2
    have e1 : X 1 0 = X 0 0 := by
      simpa [Matrix.mul_apply, Fin.sum_univ_two] using congrFun (congrFun h1 0) 0
    have e2 : -X 0 0 + -X 1 0 = X 1 0 := by
      simpa [Matrix.mul_apply, Fin.sum_univ_two] using congrFun (congrFun h2 1) 0
    have e3 : X 1 0 = 0 := by linear_combination (-1 / 3 : ℂ) * e2 + (1 / 3 : ℂ) * e1
    have e4 : X 0 0 = 0 := e1.symm.trans e3
    ext i j
    fin_cases i <;> fin_cases j <;> simp [e3, e4]

end

end GreatOrthogonality
```

```lean
#print axioms GreatOrthogonality.orthogonality_of_no_intertwiner
#print axioms GreatOrthogonality.great_orthogonality_unitary
#print axioms GreatOrthogonality.character_norm
#print axioms GreatOrthogonality.scalarCommutant_of_orthogonality
```

```
'GreatOrthogonality.orthogonality_of_no_intertwiner' depends on axioms: [propext, Classical.choice, Quot.sound]
'GreatOrthogonality.great_orthogonality_unitary' depends on axioms: [propext, Classical.choice, Quot.sound]
'GreatOrthogonality.character_norm' depends on axioms: [propext, Classical.choice, Quot.sound]
'GreatOrthogonality.scalarCommutant_of_orthogonality' depends on axioms: [propext, Classical.choice, Quot.sound]
```

## How the lemmas follow the calculation

`twirl` is the sum \(T\), and `twirl_intertwines` proves \(D(h)T=TE(h)\). The substitution \(g'=hg\) is the step `Fintype.sum_equiv (Equiv.mulLeft h)`, and the auxiliary equation `e` is \(E(g^{-1})=E((hg)^{-1})E(h)\).

`twirl_single` evaluates one entry of \(T\) when \(X\) is the matrix unit `Matrix.single j k 1`. Expanding the two matrix products leaves only the term \(D(g)_{ij}E(g^{-1})_{kl}\).

`twirl_eq_scalar` applies the commutant hypothesis to obtain \(c\). Its step `hg` is the invariance of the trace under conjugation, and `ht` is the trace of the whole sum. The result is stated as \(d\,T=|G|(\operatorname{tr}X)\,\mathbb 1\), without division.

`great_orthogonality` inserts the matrix unit, whose trace is computed in `ht`, and uses `congrFun` twice to read off the entry \((i,l)\). Since \(d\neq0\), the common factor \(d\) can be cancelled, and `linear_combination` completes the algebra.

`orthogonality_of_no_intertwiner` applies its hypothesis to \(T\) and reads off an entry of the zero matrix. `great_orthogonality_unitary` first rewrites the right side with the general theorem at indices `i j l k`, then proves \(D(g^{-1})=D(g)^\dagger\) term by term. `character_norm` expands both traces, moves the group sum inside, and applies the main theorem to each pair \(i,k\).

For the converse, `scalarCommutant_of_orthogonality` proves \(D(g)MD(g^{-1})=M\) in `hc`. The step `key` expands the group sum in matrix elements, and `inner` carries out the sum over \(j,k\) that produces \(\operatorname{tr}M\). The scalar supplied at the end is `M.trace / Fintype.card n`.

In `triangleRep`, the entry in row \(i\), column \(j\) is the coefficient of \(e_i-e_2\) in \(e_{\sigma(j)}-e_{\sigma(2)}\). The identity `expand` is what makes these matrices multiply like the permutations. `triangleRep_swaps` then gives the two transpositions

\[
S=\begin{pmatrix}0&1\\1&0\end{pmatrix},\qquad
R=\begin{pmatrix}1&0\\-1&-1\end{pmatrix}.
\]

`triangleRep_witness` uses only these two. If \(SM=MS\), then \(M_{10}=M_{01}\) and \(M_{11}=M_{00}\). The \((0,0)\) entry of \(RM=MR\) reads \(M_{00}=M_{00}-M_{01}\), so \(M_{01}=0\) and \(M=M_{00}\mathbb 1\).

An intertwiner with the trivial representation is a column \(x\) fixed by both matrices. From \(Sx=x\) we get \(x_1=x_0\), and the second row of \(Rx=x\) gives \(-x_0-x_1=x_1\). Together these give \(3x_1=0\), so \(x=0\). The example thus satisfies the hypotheses of both the main theorem and the vanishing relation; with \(|G|=6\) and \(d=2\), the nonzero sums in the main theorem equal 3.
